# For two orthonormal real orbitals, the singlet and triplet expectation values of p₁·p₂ are equal and opposite

Take two orbitals $a=(1,0)$ and $b=(0,1)$, and let the gradient act on them through one component only, with matrix

$$D_2=\begin{pmatrix}0&1\\-1&0\end{pmatrix},\qquad D_2a=-b,\qquad D_2b=a .$$

The components are numbered $0,1,2$, and here $D_0=D_1=0$. For two electrons, $p_1\cdot p_2$ becomes $W=-D_2\otimes D_2$, where the first factor acts on electron 1 and the second on electron 2. Then

$$W(a\otimes b)=-(-b)\otimes a=b\otimes a,\qquad W(b\otimes a)=-a\otimes(-b)=a\otimes b .$$

On these two products $W$ simply exchanges the orbitals. The symmetric combination $(a\otimes b+b\otimes a)/\sqrt2$ therefore has the value $+1$ and the antisymmetric one $-1$. For the closed shell, $W(a\otimes a)=-b\otimes b$, which is orthogonal to $a\otimes a$, so the expectation value is zero.

In an atom with nuclear mass $M$, separating off the centre-of-mass motion leaves the term $p_1\cdot p_2/M$ in the Hamiltonian. Its first-order energy is the specific mass shift. The factor $1/M$ is positive and is left out below. For any three real antisymmetric matrices $D_0,D_1,D_2$ and any orthonormal pair of real orbitals in a finite basis, the singlet value is nonnegative, the triplet value is its negative, and the closed-shell value is zero. The first two can also vanish.

## Orbitals, momenta and the two-electron operator

A real orbital is a vector of coefficients $a_i$, with $i$ running over a finite set `n`. The inner product is $\langle a,b\rangle=\sum_i a_ib_i$, written `a ⬝ᵥ b` in Lean, so the underlying basis functions are taken to be orthonormal.

```lean
import Mathlib

open Matrix
open scoped Kronecker

namespace SpecificMassShift

noncomputable section

variable {n : Type*} [Fintype n]
```

A two-electron spatial function is a real function of a pair of indices. The simplest kind is the product $(a\otimes b)_{ij}=a_ib_j$, with electron 1 in $a$ and electron 2 in $b$.

```lean
/-- The product function `a(1) b(2)` of two real orbitals. -/
def orb (a b : n → ℝ) : n × n → ℝ := fun x => a x.1 * b x.2
```

If $\chi_i$ are the basis functions, $D_k$ stands for the matrix $\int\chi_i\,\partial_k\chi_j$. The momentum component, with $\hbar=1$, is $p_k=-iD_k$.

```lean
/-- The momentum matrix `p = -i D` belonging to a real derivative matrix `D`. -/
def momentum (D : Matrix n n ℝ) : Matrix n n ℂ :=
  (-Complex.I) • D.map Complex.ofReal
```

The operator to be studied is

$$W=-\sum_k D_k\otimes D_k ,$$

with the Kronecker product `⊗ₖ` playing the role of $\otimes$.

```lean
/-- The mass-polarization operator `W = -∑ Dₖ ⊗ Dₖ` of two electrons, built from the three
derivative matrices. -/
def massPol (D : Fin 3 → Matrix n n ℝ) : Matrix (n × n) (n × n) ℝ :=
  -∑ k, D k ⊗ₖ D k
```

For a two-electron function $\psi$ the quantity of interest is $\langle\psi,W\psi\rangle$. It is an expectation value only if $\psi$ has norm one, which has to be established separately.

```lean
/-- The quadratic form `⟨ψ, W ψ⟩`, which is the expectation value of `W` when `ψ` is
normalised. -/
def shift (D : Fin 3 → Matrix n n ℝ) (ψ : n × n → ℝ) : ℝ :=
  ψ ⬝ᵥ massPol D *ᵥ ψ
```

The answer will be expressed through the squared length of the gradient matrix element,

$$C(a,b)=\sum_k\langle a,D_kb\rangle^2 ,$$

which is also $\sum_k|\langle a,p_kb\rangle|^2$.

```lean
/-- The squared length `∑ ⟨a, Dₖ b⟩²` of the gradient matrix element between two orbitals. -/
def coupling (D : Fin 3 → Matrix n n ℝ) (a b : n → ℝ) : ℝ :=
  ∑ k, (a ⬝ᵥ D k *ᵥ b) ^ 2
```

Both spin states are treated at once by means of a real parameter $s$:

$$\psi_s=\frac{a\otimes b+s\,b\otimes a}{\sqrt2}.$$

The value $s=1$ gives the symmetric spatial function of the singlet, and $s=-1$ the antisymmetric one of the triplet. Spin itself is not represented, since $W$ does not act on it.

```lean
/-- The spatial function `(a(1) b(2) + s b(1) a(2)) / √2`: the singlet for `s = 1`, the triplet
for `s = -1`. -/
def pairState (s : ℝ) (a b : n → ℝ) : n × n → ℝ :=
  (√2)⁻¹ • (orb a b + s • orb b a)
```

## The minus sign comes from two factors of −i

The scalar product of the two momenta is

$$\sum_k p_k\otimes p_k=(-i)^2\sum_k D_k\otimes D_k=-\sum_k D_k\otimes D_k=W .$$

```lean
omit [Fintype n] in
/-- The scalar product `p₁ · p₂` of the two electron momenta is the real matrix `W`. -/
theorem momentum_dot_momentum (D : Fin 3 → Matrix n n ℝ) :
    ∑ k, momentum (D k) ⊗ₖ momentum (D k) = (massPol D).map Complex.ofReal := by
  ext ⟨i, i'⟩ ⟨j, j'⟩
  simp only [massPol, momentum, Fin.sum_univ_three, Matrix.add_apply, Matrix.neg_apply,
    Matrix.map_apply, Matrix.smul_apply, Matrix.kroneckerMap_apply, smul_eq_mul]
  push_cast
  -- the two factors `-i` combine to `-1`
  linear_combination ((D 0 i j : ℂ) * D 0 i' j' + (D 1 i j : ℂ) * D 1 i' j'
    + (D 2 i j : ℂ) * D 2 i' j') * Complex.I_sq
```

The theorem equates two complex matrices, the right-hand one being $W$ with its real entries regarded as complex numbers. The proof compares entries. The two sides differ by a multiple of $i^2+1$, and `linear_combination` removes it with `Complex.I_sq`. Antisymmetry is not needed here.

## Product functions reduce everything to one electron

The overlap of two products factorises:

$$\langle a\otimes b,c\otimes d\rangle=\sum_{i,j}a_ib_jc_id_j=\langle a,c\rangle\langle b,d\rangle .$$

```lean
/-- The overlap of two product functions is the product of the orbital overlaps. -/
theorem orb_dot (a b c d : n → ℝ) :
    orb a b ⬝ᵥ orb c d = (a ⬝ᵥ c) * (b ⬝ᵥ d) := by
  simp only [dotProduct, orb, Fintype.sum_prod_type, Finset.sum_mul_sum]
  exact Finset.sum_congr rfl fun i _ => Finset.sum_congr rfl fun j _ => by ring
```

For the operator, each tensor factor acts on its own electron, $(A\otimes B)(c\otimes d)=Ac\otimes Bd$. Combined with the overlap formula this gives

$$\langle a\otimes b,W(c\otimes d)\rangle=-\sum_k\langle a,D_kc\rangle\langle b,D_kd\rangle .$$

```lean
/-- A matrix element of `W` between product functions is a sum of products of one-electron
gradient matrix elements. -/
theorem massPol_dot (D : Fin 3 → Matrix n n ℝ) (a b c d : n → ℝ) :
    orb a b ⬝ᵥ massPol D *ᵥ orb c d
      = -∑ k, (a ⬝ᵥ D k *ᵥ c) * (b ⬝ᵥ D k *ᵥ d) := by
  -- each tensor factor acts on its own electron
  have hk : ∀ A B : Matrix n n ℝ, (A ⊗ₖ B) *ᵥ orb c d = orb (A *ᵥ c) (B *ᵥ d) := by
    intro A B
    funext x
    simp only [Matrix.mulVec, dotProduct, orb, Matrix.kroneckerMap_apply,
      Fintype.sum_prod_type, Finset.sum_mul_sum]
    exact Finset.sum_congr rfl fun i _ => Finset.sum_congr rfl fun j _ => by ring
  simp only [massPol, Fin.sum_univ_three, Matrix.neg_mulVec, Matrix.add_mulVec,
    dotProduct_neg, dotProduct_add, hk, orb_dot]
```

The auxiliary statement `hk` is the rule for $A\otimes B$. The closing `simp only` writes out the three components and applies `hk` and `orb_dot` to each.

## Antisymmetry removes the direct terms and reverses the exchange terms

For basis functions that vanish at infinity, integration by parts gives $\int\chi_i\,\partial_k\chi_j=-\int\chi_j\,\partial_k\chi_i$, that is, $D_k^{\mathsf T}=-D_k$. The theorems take this property as a hypothesis. It is what makes $p_k=-iD_k$ Hermitian. For any antisymmetric $A$,

$$\langle a,Ab\rangle=\langle A^{\mathsf T}a,b\rangle=-\langle Aa,b\rangle=-\langle b,Aa\rangle .$$

```lean
/-- Exchanging the two real orbitals reverses the sign of the matrix element of an antisymmetric
derivative matrix. -/
theorem antisymm_element {A : Matrix n n ℝ} (hA : Aᵀ = -A) (a b : n → ℝ) :
    a ⬝ᵥ A *ᵥ b = -(b ⬝ᵥ A *ᵥ a) := by
  rw [Matrix.dotProduct_mulVec, ← Matrix.mulVec_transpose, hA, Matrix.neg_mulVec,
    neg_dotProduct, dotProduct_comm]
```

Setting $b=a$ gives $\langle a,Aa\rangle=-\langle a,Aa\rangle$, hence $\langle a,Aa\rangle=0$: a real orbital carries no mean momentum.

## The norm and the value of W in the pair state

Expanding $\langle\psi_s,\psi_s\rangle$ gives four overlaps. The two direct ones are each $\langle a,a\rangle\langle b,b\rangle$, with weights $1$ and $s^2$. The two exchange ones are each $\langle a,b\rangle^2$, with weight $s$. Therefore

$$\langle\psi_s,\psi_s\rangle=\tfrac12\left[(1+s^2)\langle a,a\rangle\langle b,b\rangle+2s\langle a,b\rangle^2\right].$$

```lean
/-- The squared norm of the pair function, for arbitrary real orbitals and any `s`. -/
theorem pairState_norm (s : ℝ) (a b : n → ℝ) :
    pairState s a b ⬝ᵥ pairState s a b
      = ((1 + s ^ 2) * ((a ⬝ᵥ a) * (b ⬝ᵥ b)) + 2 * s * (a ⬝ᵥ b) ^ 2) / 2 := by
  have hc : (√2)⁻¹ * (√2)⁻¹ = (1 / 2 : ℝ) := by
    rw [← mul_inv, Real.mul_self_sqrt (by norm_num)]
    norm_num
  simp only [pairState, smul_dotProduct, dotProduct_smul, add_dotProduct, dotProduct_add,
    orb_dot, smul_eq_mul]
  rw [dotProduct_comm b a]
  linear_combination
    ((1 + s ^ 2) * ((a ⬝ᵥ a) * (b ⬝ᵥ b)) + 2 * s * (a ⬝ᵥ b) ^ 2) * hc
```

The local statement `hc` is $(1/\sqrt2)^2=1/2$, and the final `linear_combination` inserts it into the expanded sum.

The quadratic form of $W$ has the same four-term structure. The direct terms vanish:

$$\langle a\otimes b,W(a\otimes b)\rangle=-\sum_k\langle a,D_ka\rangle\langle b,D_kb\rangle=0,$$

and likewise with $a$ and $b$ interchanged. The first exchange term is

$$\langle a\otimes b,W(b\otimes a)\rangle=-\sum_k\langle a,D_kb\rangle\langle b,D_ka\rangle=\sum_k\langle a,D_kb\rangle^2=C(a,b),$$

and the second has the same value. With weight $s$ on each and the prefactor $1/2$,

$$\langle\psi_s,W\psi_s\rangle=\tfrac12\,(2s)\,C(a,b)=s\,C(a,b).$$

```lean
/-- For antisymmetric derivative matrices and any real orbitals, the quadratic form of `W` in the
pair function is `s ∑ ⟨a, Dₖ b⟩²`. -/
theorem pairState_shift {D : Fin 3 → Matrix n n ℝ} (hD : ∀ k, (D k)ᵀ = -D k)
    (s : ℝ) (a b : n → ℝ) :
    shift D (pairState s a b) = s * coupling D a b := by
  have hc : (√2)⁻¹ * (√2)⁻¹ = (1 / 2 : ℝ) := by
    rw [← mul_inv, Real.mul_self_sqrt (by norm_num)]
    norm_num
  -- the direct terms vanish, the exchange terms change sign
  have haa : ∀ k, a ⬝ᵥ D k *ᵥ a = 0 := fun k => by
    linarith [antisymm_element (hD k) a a]
  have hbb : ∀ k, b ⬝ᵥ D k *ᵥ b = 0 := fun k => by
    linarith [antisymm_element (hD k) b b]
  have hba : ∀ k, b ⬝ᵥ D k *ᵥ a = -(a ⬝ᵥ D k *ᵥ b) := fun k =>
    antisymm_element (hD k) b a
  simp only [shift, pairState, Matrix.mulVec_smul, Matrix.mulVec_add, smul_dotProduct,
    dotProduct_smul, add_dotProduct, dotProduct_add, massPol_dot, smul_eq_mul, haa, hbb, hba,
    coupling, Fin.sum_univ_three]
  linear_combination (2 * s * ((a ⬝ᵥ D 0 *ᵥ b) ^ 2 + (a ⬝ᵥ D 1 *ᵥ b) ^ 2
    + (a ⬝ᵥ D 2 *ᵥ b) ^ 2)) * hc
```

In the proof, `haa` and `hbb` are the vanishing direct elements and `hba` is the sign reversal in the exchange elements. Orthonormality plays no part in this identity; it enters only through the norm.

## Singlet, triplet and closed shell

Let $\langle a,a\rangle=\langle b,b\rangle=1$ and $\langle a,b\rangle=0$. For $s=\pm1$ the norm formula gives $\langle\psi_s,\psi_s\rangle=\tfrac12(1+1)=1$, so the quadratic forms are expectation values:

$$\langle W\rangle_{\text{singlet}}=+C(a,b),\qquad\langle W\rangle_{\text{triplet}}=-C(a,b).$$

The closed shell $a\otimes a$ has norm one as well, and

$$\langle a\otimes a,W(a\otimes a)\rangle=-\sum_k\langle a,D_ka\rangle^2=0 .$$

```lean
/-- For antisymmetric derivative matrices and orthonormal real orbitals, the singlet and triplet
functions are normalised and have `W`-expectation `+∑ ⟨a, Dₖ b⟩²` and `-∑ ⟨a, Dₖ b⟩²`; the
closed shell `a(1) a(2)` has expectation zero. -/
theorem specific_mass_shift {D : Fin 3 → Matrix n n ℝ} (hD : ∀ k, (D k)ᵀ = -D k)
    {a b : n → ℝ} (ha : a ⬝ᵥ a = 1) (hb : b ⬝ᵥ b = 1) (hab : a ⬝ᵥ b = 0) :
    (pairState 1 a b ⬝ᵥ pairState 1 a b = 1 ∧
      shift D (pairState 1 a b) = coupling D a b) ∧
    (pairState (-1) a b ⬝ᵥ pairState (-1) a b = 1 ∧
      shift D (pairState (-1) a b) = -coupling D a b) ∧
    (orb a a ⬝ᵥ orb a a = 1 ∧ shift D (orb a a) = 0) := by
  have haa : ∀ k, a ⬝ᵥ D k *ᵥ a = 0 := fun k => by
    linarith [antisymm_element (hD k) a a]
  refine ⟨⟨?_, ?_⟩, ⟨?_, ?_⟩, ?_, ?_⟩
  · rw [pairState_norm, ha, hb, hab]; norm_num
  · rw [pairState_shift hD, one_mul]
  · rw [pairState_norm, ha, hb, hab]; norm_num
  · rw [pairState_shift hD, neg_one_mul]
  · rw [orb_dot, ha, one_mul]
  · simp [shift, massPol_dot, haa]
```

The hypotheses `hD`, `ha`, `hb` and `hab` are the antisymmetry of the three matrices, the two normalisations and the orthogonality. The conclusion contains three pairs, each consisting of a norm and a value of $W$. The six goals follow from the norm formula, the quadratic form and, for the closed shell, the product rules.

These are statements about single-configuration functions of real orbitals in a finite basis. Within that model, a closed shell made from one real orbital has no first-order specific mass shift, so a nonzero value for a two-electron ground state must come from a wave function beyond this product, such as a Hylleraas expansion containing the interelectronic distance. Such correlated functions are not treated here, nor are complex orbitals.

## When the two signs really differ

Equal and opposite values may both be zero. Since $C(a,b)$ is a sum of squares, it is positive exactly when at least one $\langle a,D_kb\rangle$ is nonzero. Hence

$$\langle\psi_{-1},W\psi_{-1}\rangle<0<\langle\psi_1,W\psi_1\rangle\iff\langle a,D_kb\rangle\neq0\ \text{for some }k .$$

```lean
/-- For antisymmetric derivative matrices, the triplet value is negative and the singlet value
positive exactly when some component of the gradient couples the two orbitals. -/
theorem opposite_signs_iff {D : Fin 3 → Matrix n n ℝ} (hD : ∀ k, (D k)ᵀ = -D k)
    (a b : n → ℝ) :
    (shift D (pairState (-1) a b) < 0 ∧ 0 < shift D (pairState 1 a b)) ↔
      ∃ k, a ⬝ᵥ D k *ᵥ b ≠ 0 := by
  rw [pairState_shift hD, pairState_shift hD]
  constructor
  · rintro ⟨_, h⟩
    by_contra hne
    have h0 : ∀ k, a ⬝ᵥ D k *ᵥ b = 0 := fun k => by
      by_contra hk
      exact hne ⟨k, hk⟩
    simp [coupling, h0] at h
  · rintro ⟨k, hk⟩
    have hpos : 0 < coupling D a b := by
      unfold coupling
      exact Finset.sum_pos' (fun _ _ => sq_nonneg _) ⟨k, Finset.mem_univ k, by positivity⟩
    constructor <;> linarith
```

From left to right, the proof supposes that all three elements vanish, which makes $C(a,b)=0$ and contradicts the positive singlet value. From right to left, `Finset.sum_pos'` obtains a positive sum from nonnegative terms of which one is positive. The orbitals need not be orthonormal, because the statement concerns the signs of quadratic forms.

For atomic orbitals centred on the nucleus, the condition is a selection rule. The gradient changes parity, so it can couple an s orbital to a p orbital but not to another s orbital. In this single-configuration picture a 1s2p pair can show the splitting, while for 1s2s both values are zero.

## A singlet made from overlapping orbitals

If $a$ and $b$ are normalised but not orthogonal, the singlet function has norm squared $\tfrac12(2+2\langle a,b\rangle^2)=1+\langle a,b\rangle^2$. Dividing the quadratic form by it gives

$$\frac{\langle\psi_1,W\psi_1\rangle}{\langle\psi_1,\psi_1\rangle}=\frac{C(a,b)}{1+\langle a,b\rangle^2}.$$

```lean
/-- For antisymmetric derivative matrices and normalised real orbitals that may overlap, the
singlet expectation value of `W` is `∑ ⟨a, Dₖ b⟩² / (1 + ⟨a, b⟩²)`. -/
theorem overlapping_singlet {D : Fin 3 → Matrix n n ℝ} (hD : ∀ k, (D k)ᵀ = -D k)
    {a b : n → ℝ} (ha : a ⬝ᵥ a = 1) (hb : b ⬝ᵥ b = 1) :
    shift D (pairState 1 a b) / (pairState 1 a b ⬝ᵥ pairState 1 a b)
      = coupling D a b / (1 + (a ⬝ᵥ b) ^ 2) := by
  have hn : pairState 1 a b ⬝ᵥ pairState 1 a b = 1 + (a ⬝ᵥ b) ^ 2 := by
    rw [pairState_norm, ha, hb]; ring
  rw [pairState_shift hD, hn, one_mul]
```

For a given nonzero $C(a,b)$, a nonzero overlap makes the value smaller but keeps it positive. For an open-shell function of two different 1s-type orbitals on the same nucleus, the numerator is zero by parity. Overlap and coupling can be nonzero at the same time only if at least one of the orbitals lacks definite parity about the nucleus.

## The two-orbital example again

The matrices of the opening example are now entered as `modelD`. They can be read as an s and a p orbital coupled by one Cartesian component of the gradient, in units where the matrix element is one.

```lean
/-- Derivative matrices for two orbitals that are coupled only by the third component of the
gradient. -/
def modelD : Fin 3 → Matrix (Fin 2) (Fin 2) ℝ := ![0, 0, !![0, 1; -1, 0]]
```

The matrix $D_2$ is antisymmetric, as are the two zero matrices. The vectors $(1,0)$ and $(0,1)$ are orthonormal, and $D_2b=a$ gives $C(a,b)=\langle a,a\rangle^2=1$.

```lean
/-- The two-orbital model has antisymmetric derivative matrices, orthonormal orbitals and
coupling one. -/
theorem specific_mass_shift_witness :
    (∀ k, (modelD k)ᵀ = -modelD k) ∧
    (![1, 0] : Fin 2 → ℝ) ⬝ᵥ ![1, 0] = 1 ∧ (![0, 1] : Fin 2 → ℝ) ⬝ᵥ ![0, 1] = 1 ∧
    (![1, 0] : Fin 2 → ℝ) ⬝ᵥ ![0, 1] = 0 ∧ coupling modelD ![1, 0] ![0, 1] = 1 := by
  refine ⟨?_, ?_, ?_, ?_, ?_⟩
  · intro k
    ext i j
    fin_cases k <;> fin_cases i <;> fin_cases j <;> simp [modelD]
  · simp [dotProduct, Fin.sum_univ_two]
  · simp [dotProduct, Fin.sum_univ_two]
  · simp [dotProduct, Fin.sum_univ_two]
  · simp [coupling, modelD, Fin.sum_univ_three, Matrix.mulVec, dotProduct, Fin.sum_univ_two]

end

end SpecificMassShift
```

The example thus satisfies every hypothesis of `specific_mass_shift` with a nonzero coupling, and that theorem returns the values $+1$, $-1$ and $0$ found at the start.

```lean
#print axioms SpecificMassShift.momentum_dot_momentum
-- 'SpecificMassShift.momentum_dot_momentum' depends on axioms: [propext, Classical.choice, Quot.sound]
#print axioms SpecificMassShift.specific_mass_shift
-- 'SpecificMassShift.specific_mass_shift' depends on axioms: [propext, Classical.choice, Quot.sound]
#print axioms SpecificMassShift.opposite_signs_iff
-- 'SpecificMassShift.opposite_signs_iff' depends on axioms: [propext, Classical.choice, Quot.sound]
#print axioms SpecificMassShift.overlapping_singlet
-- 'SpecificMassShift.overlapping_singlet' depends on axioms: [propext, Classical.choice, Quot.sound]
```
